# Exchanging particles and holes among $L$ equally spaced sites on the unit circle rescales the product of squared distances by a power of $L$

Let the sites of a ring be equally spaced on the unit circle. Replace the particles by the holes, and the product of squared distances between them generally changes. On three sites, one particle has no partner, so its product is the empty one, $1$. The two holes are a distance $\sqrt3$ apart, so theirs is $3$. On a ring of at least two sites, a program that evaluates whichever of the two sets is smaller, and omits the conversion factor, therefore gets the ratio of two weights wrong when a configuration above half filling is compared with one that has a different number of particles.

The factor depends only on the number of sites $L$ and the number of particles $N$. Write $V(S)$ for the product of squared distances over unordered pairs in a set $S$ of $N$ sites, and $S^c$ for the set of empty sites. Then

$$L^{L-N}\,V(S)=L^{N}\,V(S^c).$$

For non-interacting spinless fermions that fill consecutive plane waves on a finite ring, this means that the probability of a configuration can be computed from the particles or from the holes.

In Lean 4 with Mathlib:

```lean
import Mathlib

open Polynomial

namespace LatticeParticleHole

noncomputable section
```

## Sites, weights and determinants

The sites carry labels $j=0,\dots,L-1$, which form the type `Fin L`. Site $j$ sits at

$$z_j=\left(e^{2\pi i/L}\right)^j .$$

The circle has radius one, and distances are chords in the complex plane, not arc lengths.

```lean
/-- Position on the unit circle of site `j` of a ring with `L` equally spaced sites. -/
def site {L : ℕ} (j : Fin L) : ℂ :=
  Complex.exp (2 * Real.pi * Complex.I / L) ^ (j : ℕ)
```

A configuration is a finite set $S$ of labels, a `Finset (Fin L)`, so double occupation is excluded from the start. Its weight is

$$V(S)=\prod_{\substack{i,j\in S\\ i<j}}|z_i-z_j|^2 .$$

The order of the labels serves only to pick each pair once. Sets with no site or one site have weight $1$.

```lean
/-- Product of the squared distances over all unordered pairs of occupied sites. -/
def weight {L : ℕ} (S : Finset (Fin L)) : ℝ :=
  ∏ i ∈ S, ∏ j ∈ S with i < j, ‖site i - site j‖ ^ 2
```

The plane wave with integer momentum $k$ has the amplitude $z_j^k/\sqrt L$ at site $j$, and is normalised on the ring. Put $N$ fermions at sites $x_0,\dots,x_{N-1}$ and fill $k=0,\dots,N-1$. The determinant is

$$\Psi(x)=\det\left[\frac{z_{x_i}^{\,k}}{\sqrt L}\right]_{i,k=0}^{N-1}.$$

It has no prefactor $1/\sqrt{N!}$. With this convention $|\Psi(x)|^2$, at distinct sites, is the probability of the occupied set, because the $N!$ orderings of the particles compensate the missing $1/N!$. Shifting all momenta by the same integer multiplies each row by a phase and leaves $|\Psi|^2$ alone, so for odd $N$ the Fermi sea centred on zero momentum has the same probabilities.

```lean
/-- Slater determinant of the normalised plane waves `k = 0, …, N - 1`, with the `N` fermions
at the sites `x`. -/
def slater {L N : ℕ} (x : Fin N → Fin L) : ℂ :=
  Matrix.det (Matrix.of fun i k : Fin N =>
    site (x i) ^ (k : ℕ) / ((Real.sqrt (L : ℝ) : ℝ) : ℂ))
```

## The distances from one site multiply to $L$

Each $z_j$ satisfies $z_j^L=\left(e^{2\pi i/L}\right)^{Lj}=1$. Conversely, every solution of $z^L=1$ is a power of the primitive root $e^{2\pi i/L}$ with exponent below $L$, hence a site. The hypothesis `0 < L` is needed here, since $z^0=1$ holds for every $z$ while an empty ring has no sites.

```lean
/-- The sites of the ring are exactly the `L`-th roots of unity. -/
theorem pow_eq_one_iff_site {L : ℕ} (hL : 0 < L) (z : ℂ) :
    z ^ L = 1 ↔ ∃ j : Fin L, site j = z := by
  have hprim := Complex.isPrimitiveRoot_exp L hL.ne'
  have : NeZero L := ⟨hL.ne'⟩
  constructor
  · intro h
    obtain ⟨i, hi, hz⟩ := hprim.eq_pow_of_pow_eq_one h
    exact ⟨⟨i, hi⟩, hz⟩
  · rintro ⟨j, rfl⟩
    rw [site, ← pow_mul, mul_comm (j : ℕ) L, pow_mul, hprim.pow_eq_one, one_pow]
```

The powers of a primitive root with exponents $0,\dots,L-1$ are all different, so two labels with the same position are equal.

```lean
/-- Different sites have different positions. -/
theorem site_injective {L : ℕ} : Function.Injective (site (L := L)) := by
  intro i j h
  have hL : L ≠ 0 := by have := i.isLt; omega
  exact Fin.ext ((Complex.isPrimitiveRoot_exp L hL).pow_inj i.isLt j.isLt h)
```

The sites are thus the $L$ simple roots of $X^L-1$, which gives

$$X^L-1=\prod_j (X-z_j)=(X-z_i)\,Q(X),\qquad Q(X)=\prod_{j\ne i}(X-z_j).$$

Differentiate to get $L X^{L-1}=Q(X)+(X-z_i)\,Q'(X)$, and set $X=z_i$:

$$L\,z_i^{L-1}=\prod_{j\neq i}(z_i-z_j).$$

Since $|z_i|=1$, taking moduli yields

$$\prod_{j\ne i}|z_i-z_j|=L .$$

In the code, `hp` is the factorisation, `key` is the differentiation and evaluation, and `hz` is $|z_i|=1$. The product runs over all $j$, with the factor $1$ inserted at $j=i$.

```lean
/-- The distances from one site to all other sites of the ring multiply to `L`. -/
theorem prod_distances {L : ℕ} (i : Fin L) :
    ∏ j, (if i = j then 1 else ‖site i - site j‖) = (L : ℝ) := by
  have hL : 0 < L := by have := i.isLt; omega
  have himg : Finset.univ.image (site (L := L)) = nthRootsFinset L (1 : ℂ) := by
    ext z
    rw [Polynomial.mem_nthRootsFinset hL, pow_eq_one_iff_site hL]
    simp
  have hp : (X ^ L - 1 : ℂ[X]) = ∏ j : Fin L, (X - C (site j)) := by
    rw [X_pow_sub_one_eq_prod hL (Complex.isPrimitiveRoot_exp L hL.ne'), ← himg]
    exact Finset.prod_image (fun a _ b _ h => site_injective h)
  rw [← Finset.mul_prod_erase Finset.univ _ (Finset.mem_univ i)] at hp
  -- differentiate the factorisation and evaluate at the chosen site
  have key : ∀ Q : ℂ[X], X ^ L - 1 = (X - C (site i)) * Q →
      (L : ℂ) * site i ^ (L - 1) = Q.eval (site i) := by
    intro Q h
    have h' := congrArg (fun p => (derivative p).eval (site i)) h
    simpa [Polynomial.derivative_mul, Polynomial.derivative_X_pow] using h'
  have h := congrArg norm (key _ hp)
  have hz : ‖site i‖ = 1 := by
    refine (pow_eq_one_iff_of_nonneg (norm_nonneg _) hL.ne').mp ?_
    rw [← norm_pow, (pow_eq_one_iff_site hL _).mpr ⟨i, rfl⟩, norm_one]
  rw [norm_mul, norm_pow, hz, one_pow, mul_one, Complex.norm_natCast,
    Polynomial.eval_prod, norm_prod] at h
  rw [h, ← Finset.mul_prod_erase Finset.univ _ (Finset.mem_univ i), if_pos rfl, one_mul]
  refine Finset.prod_congr rfl fun j hj => ?_
  rw [if_neg (Finset.ne_of_mem_erase hj).symm]
  simp
```

## From unordered to ordered pairs

The last identity involves distances, while the weight involves their squares. The two match once each unordered pair is counted in both orders. For a symmetric function $f$,

$$\prod_{i<j} f(i,j)^2=\prod_{i<j}f(i,j)\,\prod_{i<j}f(i,j)=\prod_{i<j}f(i,j)\,\prod_{j<i}f(i,j)=\prod_{i\neq j}f(i,j).$$

The first equality is `h1`. The second is `h2`, which exchanges the names of the indices in one copy and uses the symmetry. The third compares the factors for $i<j$, $i=j$ and $i>j$ separately.

```lean
/-- For a symmetric pair function, squaring over unordered pairs is the same as taking the product
over ordered pairs of different elements. -/
theorem prod_pairs {α : Type*} [LinearOrder α] (s : Finset α) (f : α → α → ℝ)
    (hf : ∀ i j, f i j = f j i) :
    ∏ i ∈ s, ∏ j ∈ s, (if i < j then f i j ^ 2 else 1) =
      ∏ i ∈ s, ∏ j ∈ s, (if i = j then 1 else f i j) := by
  have h1 : ∏ i ∈ s, ∏ j ∈ s, (if i < j then f i j ^ 2 else 1) =
      (∏ i ∈ s, ∏ j ∈ s, (if i < j then f i j else 1)) *
        ∏ i ∈ s, ∏ j ∈ s, (if i < j then f i j else 1) := by
    simp only [← Finset.prod_mul_distrib]
    refine Finset.prod_congr rfl fun i _ => Finset.prod_congr rfl fun j _ => ?_
    split_ifs <;> ring
  have h2 : ∏ i ∈ s, ∏ j ∈ s, (if i < j then f i j else 1) =
      ∏ i ∈ s, ∏ j ∈ s, (if j < i then f i j else 1) := by
    refine Finset.prod_comm.trans ?_
    refine Finset.prod_congr rfl fun i _ => Finset.prod_congr rfl fun j _ => ?_
    rw [hf j i]
  rw [h1]
  nth_rewrite 2 [h2]
  simp only [← Finset.prod_mul_distrib]
  refine Finset.prod_congr rfl fun i _ => Finset.prod_congr rfl fun j _ => ?_
  rcases lt_trichotomy i j with h | h | h
  · simp [h, h.ne, lt_asymm h]
  · subst h; simp
  · simp [h, h.ne', lt_asymm h]
```

With $f(i,j)=|z_i-z_j|$ this becomes

$$V(S)=\prod_{i\in S}\ \prod_{\substack{j\in S\\ j\neq i}}|z_i-z_j| .$$

```lean
/-- The weight as a product of distances over ordered pairs of different occupied sites. -/
theorem weight_eq {L : ℕ} (S : Finset (Fin L)) :
    weight S = ∏ i ∈ S, ∏ j ∈ S, (if i = j then 1 else ‖site i - site j‖) := by
  rw [← prod_pairs S (fun i j => ‖site i - site j‖) (fun i j => norm_sub_rev _ _)]
  simp only [weight, Finset.prod_filter]
```

## One cross product shared by particles and holes

Let

$$C=\prod_{i\in S}\prod_{j\in S^c}|z_i-z_j|$$

be the product of all particle-hole distances. For a fixed particle $i$, the other sites are either occupied or empty, so

$$\prod_{\substack{j\in S\\ j\ne i}}|z_i-z_j|\ \prod_{j\in S^c}|z_i-z_j|=L .$$

Multiplying over the $N$ particles gives

$$V(S)\,C=L^{N}.$$

The proof follows the same order: it merges the two products over $i$, writes $L^N$ as a product of $N$ equal factors, and compares factor by factor using `prod_distances`.

```lean
/-- The weight of the particles times the product of all particle-hole distances is `L` to the
number of particles. -/
theorem weight_mul_cross {L : ℕ} (S : Finset (Fin L)) :
    weight S * ∏ i ∈ S, ∏ j ∈ Sᶜ, ‖site i - site j‖ = (L : ℝ) ^ S.card := by
  rw [weight_eq, ← Finset.prod_mul_distrib, ← Finset.prod_const]
  refine Finset.prod_congr rfl fun i hi => ?_
  rw [← prod_distances i, ← Finset.prod_mul_prod_compl S]
  congr 1
  refine Finset.prod_congr rfl fun j hj => ?_
  have hij : i ≠ j := fun h => Finset.mem_compl.mp hj (h ▸ hi)
  rw [if_neg hij]
```

The same balance holds for the $L-N$ holes. Their cross product contains the same distances with the roles of $i$ and $j$ exchanged, so it is again $C$:

$$V(S^c)\,C=L^{L-N}.$$

Insert each balance in turn:

$$L^{L-N}V(S)=V(S^c)\,C\,V(S)=L^{N}V(S^c).$$

No division takes place. The theorem states this for every $L$ and every set $S$, with `S.card` for $N$ and `Sᶜ` for the holes. Because a set of sites has at most $L$ elements, the natural-number subtraction `L - S.card` is the ordinary one. On the empty ring both sides are $1$. In the proof, `h1` and `h2` are the two balances, `hc` identifies the cross products, and `linear_combination` carries out the elimination of $C$.

```lean
/-- Particle-hole duality: the weights of a configuration and of its complement agree up to
powers of the number of sites. -/
theorem particle_hole_duality {L : ℕ} (S : Finset (Fin L)) :
    (L : ℝ) ^ (L - S.card) * weight S = (L : ℝ) ^ S.card * weight Sᶜ := by
  have h1 := weight_mul_cross S
  have h2 := weight_mul_cross Sᶜ
  -- particles and holes share the same cross product
  have hc : ∏ i ∈ Sᶜ, ∏ j ∈ S, ‖site i - site j‖ =
      ∏ i ∈ S, ∏ j ∈ Sᶜ, ‖site i - site j‖ := by
    refine Finset.prod_comm.trans ?_
    exact Finset.prod_congr rfl fun i _ => Finset.prod_congr rfl fun j _ => norm_sub_rev _ _
  rw [compl_compl, hc, Finset.card_compl, Fintype.card_fin] at h2
  linear_combination weight Sᶜ * h1 - weight S * h2
```

## Equal weights at half filling

To cancel a power $L^k$ one needs it to be non-zero. For $k\le L$ it always is: either $k=0$ and the power is $1$, or $L$ is positive.

```lean
private theorem pow_ne {L k : ℕ} (hk : k ≤ L) : (L : ℝ) ^ k ≠ 0 := by
  rcases Nat.eq_zero_or_pos k with h | h
  · rw [h, pow_zero]; exact one_ne_zero
  · exact pow_ne_zero _ (Nat.cast_ne_zero.mpr (by omega))
```

If $2N=L$, both prefactors in the duality are $L^N$. Cancelling them leaves

$$V(S)=V(S^c).$$

```lean
/-- At half filling a configuration and its complement have the same weight. -/
theorem half_filling {L : ℕ} (S : Finset (Fin L)) (hS : 2 * S.card = L) :
    weight S = weight Sᶜ := by
  have h := particle_hole_duality S
  rw [show L - S.card = S.card by omega] at h
  exact mul_left_cancel₀ (pow_ne (by omega)) h
```

## Equal probabilities at every filling

Each of the $N$ rows of the Slater matrix contains a factor $1/\sqrt L$. Once these are taken out, a Vandermonde matrix remains:

$$\Psi(x)=L^{-N/2}\prod_{i<j}\left(z_{x_j}-z_{x_i}\right),\qquad |\Psi(x)|^2=\frac{V(S)}{L^N},\qquad S=\{x_0,\dots,x_{N-1}\}.$$

The particles are listed by a function `x : Fin N → Fin L`, and `Finset.univ.image x` is the set $S$ of sites that they occupy. The hypothesis that `x` is injective is the Pauli principle in position space. If two particles shared a site, the determinant would vanish, but the weight of the smaller set of occupied sites would not.

In the proof, `hA` takes out the normalisation and `hV` equates the squared modulus of the Vandermonde determinant with the weight. For the latter, the weight is written as a product over ordered pairs, relabelled by the particles, and turned back into a product over unordered pairs, since the particle labels need not follow the order of the sites.

```lean
/-- The squared modulus of the Slater determinant of the plane waves `k = 0, …, N - 1` at distinct
sites is the weight of the occupied set divided by `L ^ N`. -/
theorem slater_sq {L N : ℕ} (x : Fin N → Fin L) (hx : Function.Injective x) :
    ‖slater x‖ ^ 2 = weight (Finset.univ.image x) / (L : ℝ) ^ N := by
  have himg : ∀ g : Fin L → ℝ, ∏ a ∈ Finset.univ.image x, g a = ∏ i, g (x i) :=
    fun g => Finset.prod_image (fun a _ b _ h => hx h)
  -- the squared modulus of the Vandermonde determinant is the weight
  have hV : ‖(Matrix.vandermonde fun i => site (x i)).det‖ ^ 2 =
      weight (Finset.univ.image x) := by
    rw [weight_eq, himg]
    simp only [himg, hx.eq_iff]
    rw [← prod_pairs Finset.univ (fun i j => ‖site (x i) - site (x j)‖)
      (fun i j => norm_sub_rev _ _), Matrix.det_vandermonde]
    simp only [norm_prod, ← Finset.prod_pow, ← Finset.prod_filter]
    refine Finset.prod_congr rfl fun i _ => Finset.prod_congr (by ext; simp) fun j _ => ?_
    rw [norm_sub_rev]
  have hA : (Matrix.of fun i k : Fin N =>
      site (x i) ^ (k : ℕ) / ((Real.sqrt (L : ℝ) : ℝ) : ℂ)) =
      ((Real.sqrt (L : ℝ) : ℝ) : ℂ)⁻¹ • Matrix.vandermonde fun i => site (x i) := by
    ext i k
    simp [Matrix.vandermonde_apply, div_eq_inv_mul]
  rw [slater, hA, Matrix.det_smul, Fintype.card_fin, norm_mul, mul_pow, hV, norm_pow,
    norm_inv, Complex.norm_real, Real.norm_of_nonneg (Real.sqrt_nonneg _), ← pow_mul,
    mul_comm N 2, pow_mul, inv_pow, Real.sq_sqrt (Nat.cast_nonneg L), inv_pow, div_eq_inv_mul]
```

Now place $M$ fermions at distinct sites $y_0,\dots,y_{M-1}$ that make up exactly the complement of $S$. Counting sites gives $M=L-N$. Dividing the duality by $L^N L^{L-N}$ yields

$$|\Psi(x)|^2=\frac{V(S)}{L^{N}}=\frac{V(S^c)}{L^{L-N}}=|\Psi(y)|^2 .$$

The normalisation of the orbitals absorbs the powers of $L$ completely. In the three-site example, the probabilities are $1/3$ for the one particle and $3/3^2=1/3$ for the two holes.

The hypothesis `hxy` says that the sites in `y` are the complement of those in `x`. The relation between $M$ and $N$ is derived from it as `hM`. The second determinant fills the momenta $0,\dots,M-1$, by the same definition as the first. The equality concerns squared moduli only and gives no relation between the phases of the two determinants. The proof given here uses consecutive momenta: with gaps among the filled plane waves, the matrix is in general not of Vandermonde form, and $V(S)/L^N$ need not be the probability.

```lean
/-- Slater determinants that fill the plane waves `k = 0, 1, …` consecutively, one with particles on
a set of sites and the other with particles on the complementary set have equal squared modulus. -/
theorem slater_duality {L N M : ℕ} (x : Fin N → Fin L) (y : Fin M → Fin L)
    (hx : Function.Injective x) (hy : Function.Injective y)
    (hxy : Finset.univ.image y = (Finset.univ.image x)ᶜ) :
    ‖slater x‖ ^ 2 = ‖slater y‖ ^ 2 := by
  have hN : (Finset.univ.image x).card = N := by
    rw [Finset.card_image_of_injective _ hx, Finset.card_univ, Fintype.card_fin]
  have hM : M = L - N := by
    have h := congrArg Finset.card hxy
    rwa [Finset.card_image_of_injective _ hy, Finset.card_univ, Fintype.card_fin,
      Finset.card_compl, Fintype.card_fin, hN] at h
  have hNL : N ≤ L := by
    have h := Finset.card_le_univ (Finset.univ.image x)
    rwa [hN, Fintype.card_fin] at h
  have h := particle_hole_duality (Finset.univ.image x)
  rw [hN, ← hM] at h
  rw [slater_sq x hx, slater_sq y hy, hxy,
    div_eq_div_iff (pow_ne hNL) (pow_ne (by omega))]
  linear_combination h

end

end LatticeParticleHole
```

```lean
#print axioms LatticeParticleHole.particle_hole_duality
#print axioms LatticeParticleHole.half_filling
#print axioms LatticeParticleHole.slater_duality
```

```
'LatticeParticleHole.particle_hole_duality' depends on axioms: [propext, Classical.choice, Quot.sound]
'LatticeParticleHole.half_filling' depends on axioms: [propext, Classical.choice, Quot.sound]
'LatticeParticleHole.slater_duality' depends on axioms: [propext, Classical.choice, Quot.sound]
```
